# A Hartree plus local-exchange energy that vanishes at zero and one electron but is not convex between them

## A frozen orbital with fractional occupation

Let a spin orbital of fixed shape \(\varphi\) hold \(x\) electrons, with \(0\le x\le 1\), so that its density is \(x|\varphi|^2\). The formulas below make sense for all \(x\ge 0\), but occupations above one are only a mathematical extension. The Hartree energy is quadratic in the density, and local exchange is an integral of its power \(4/3\). The interaction energy is therefore

\[
E_{U,K}(x)=U x^2-K x^{4/3},
\]

where \(U\) is the Hartree energy of the orbital with one electron in it and \(K\) is the size of its local exchange energy at the same occupation. One-body terms are left out: for a frozen orbital they are linear in \(x\) and do not affect convexity.

One electron does not repel itself, so \(E_{U,K}(1)\) should be zero. Since \(E_{U,K}(1)=U-K\), this happens exactly when \(K=U\). The main results assume this equality, which stands for exact cancellation of the self-interaction at one electron; a given local functional and orbital need not satisfy it. Write \(E=E_{U,U}\), with \(U>0\). The choice \(U=1\) gives \(x^2-x^{4/3}\).

Between zero and one electron the exact ground-state energy, defined by the lowest mixture of states with different electron numbers, is a straight line in the average number; the deviation of an approximate energy from the line through its own integer values is called here the fractional-charge error. For \(E\) the line between \(x=0\) and \(x=1\) is zero, so \(E(x)\) is itself this error on \([0,1]\).

## The sign and size of the error

Put \(u=x^{2/3}\). Then \(x^2=u^3\) and \(x^{4/3}=u^2\), so

\[
E(x)=U(u^3-u^2)=-U u^2(1-u).
\]

This vanishes at \(x=0\) and \(x=1\). For \(0<x<1\) we have \(0<u<1\), and \(E(x)<0\). Moreover,

\[
E(x)+\tfrac{4}{27}U=U\left(u-\tfrac23\right)^2\left(u+\tfrac13\right)\ge 0,
\]

with equality only at \(u=2/3\), that is, at \(x=(2/3)^{3/2}\approx 0.54\). The lowest energy over all \(x\ge0\) is thus \(-4U/27\), and on \([0,1]\) this is the error of largest magnitude.

## The curvature and its change of sign

For \(x>0\), two differentiations give

\[
E_{U,K}'(x)=2Ux-\tfrac43Kx^{1/3},\qquad
E_{U,K}''(x)=2U-\tfrac49Kx^{-2/3}.
\]

With \(K=U\) the second derivative is \(2U\left(1-\tfrac{2}{9u}\right)\). It is negative for \(u<2/9\) and positive for \(u>2/9\). The change occurs at \(x_*=(2/9)^{3/2}\approx 0.105\), so \(E\) is strictly concave on \([0,x_*]\) and strictly convex on \([x_*,\infty)\).

Now take any \(b>0\) and let \(a=\min(b,x_*)\). Strict concavity on \([0,a]\) gives

\[
E(a/2)>\tfrac12E(0)+\tfrac12E(a),
\]

whereas convexity on \([0,b]\) would require the opposite inequality \(\le\). Hence \(E\) is not convex on \([0,b]\), and \(b=1\) is the case in the title.

In the limit \(x\to0^+\) exchange dominates: \(E(x)\approx-Ux^{4/3}\), and the curvature tends to \(-\infty\). This is why even a very short interval starting at zero contains a concave part.

The condition \(U>0\) cannot be weakened to \(U\ge0\). For \(U=K=0\) the energy is identically zero, which is convex and nowhere negative.

In this frozen one-orbital model, removing the self-interaction at one electron leaves an error whose curvature changes sign. A Hubbard-type correction quadratic in \(x\) has constant curvature, so it cannot cancel that error throughout \([0,1]\).

## The statement in Lean

`energy U K x` is \(E_{U,K}(x)\), with all three arguments real and a real power for exchange. Writing `energy U U` imposes \(K=U\) and leaves a function of the occupation. `inflection` is \(x_*\). The sets `Icc 0 b`, `Ioo 0 1` and `Ici inflection` are \([0,b]\), \((0,1)\) and \([x_*,\infty)\).

`ConvexOn ℝ (Icc 0 1) (energy U U)` says that the interval is convex and that the function lies on or below each of its chords there. The interval is convex, so the negation means that some chord inequality fails.

The final theorem, `integer_exact_but_not_convex`, takes `0 < U` and states four things: zero energy at \(x=0\), zero energy at \(x=1\), strict negativity in between, and failure of convexity on \([0,1]\). Orbital relaxation, correlation and further orbitals are absent from the model.

```lean
import Mathlib

open Set

namespace FractionalChargeConvexity

noncomputable section

/-- Model interaction energy of a spin orbital of frozen shape holding `x` electrons, physically
with `0 ≤ x ≤ 1`: Hartree repulsion `U x²` plus local exchange `-K x^(4/3)`. -/
def energy (U K x : ℝ) : ℝ := U * x ^ 2 - K * x ^ (4 / 3 : ℝ)

/-- The occupation `(2/9)^(3/2)`, about a tenth of an electron. -/
def inflection : ℝ := (2 / 9 : ℝ) ^ (3 / 2 : ℝ)

/-- The one-electron energy vanishes exactly when the exchange strength equals the
Hartree strength. -/
theorem energy_one_eq_zero_iff (U K : ℝ) : energy U K 1 = 0 ↔ K = U := by
  simp only [energy, Real.one_rpow]
  constructor <;> intro h <;> linarith

/-- In the variable `u = x^(2/3)`, with `x ≥ 0`, the energy is the cubic polynomial
`U u³ - K u²`. -/
theorem energy_eq_cubic (U K : ℝ) {x : ℝ} (hx : 0 ≤ x) :
    energy U K x = U * (x ^ (2 / 3 : ℝ)) ^ 3 - K * (x ^ (2 / 3 : ℝ)) ^ 2 := by
  have h3 : (x ^ (2 / 3 : ℝ)) ^ 3 = x ^ 2 := by
    rw [← Real.rpow_mul_natCast hx]
    norm_num
  have h2 : (x ^ (2 / 3 : ℝ)) ^ 2 = x ^ (4 / 3 : ℝ) := by
    rw [← Real.rpow_mul_natCast hx]
    norm_num
  rw [h3, h2, energy]

/-- For `K = U > 0` and `x ≥ 0` the energy is never below `-4U/27`, and it takes this value
only at the occupation `(2/3)^(3/2)`. -/
theorem largest_fractional_error {U x : ℝ} (hU : 0 < U) (hx : 0 ≤ x) :
    -(4 / 27) * U ≤ energy U U x ∧
      (energy U U x = -(4 / 27) * U ↔ x = (2 / 3 : ℝ) ^ (3 / 2 : ℝ)) := by
  have hu : 0 ≤ x ^ (2 / 3 : ℝ) := Real.rpow_nonneg hx _
  -- the distance to the minimum factorises with a double root
  have key : energy U U x + 4 / 27 * U =
      U * ((x ^ (2 / 3 : ℝ) - 2 / 3) ^ 2 * (x ^ (2 / 3 : ℝ) + 1 / 3)) := by
    rw [energy_eq_cubic U U hx]
    ring
  refine ⟨?_, ?_, ?_⟩
  · have h : 0 ≤ U * ((x ^ (2 / 3 : ℝ) - 2 / 3) ^ 2 * (x ^ (2 / 3 : ℝ) + 1 / 3)) := by
      positivity
    linarith
  · intro h
    have h0 : U * ((x ^ (2 / 3 : ℝ) - 2 / 3) ^ 2 * (x ^ (2 / 3 : ℝ) + 1 / 3)) = 0 := by
      linarith
    have h1 : (x ^ (2 / 3 : ℝ) - 2 / 3) ^ 2 = 0 := by
      rcases mul_eq_zero.1 h0 with h | h
      · exact absurd h hU.ne'
      · rcases mul_eq_zero.1 h with h | h
        · exact h
        · exfalso
          linarith
    have h2 : x ^ (2 / 3 : ℝ) = 2 / 3 := by
      have h3 := (pow_eq_zero_iff two_ne_zero).1 h1
      linarith
    rw [← h2, ← Real.rpow_mul hx]
    norm_num
  · intro h
    have h2 : x ^ (2 / 3 : ℝ) = 2 / 3 := by
      rw [h, ← Real.rpow_mul (by norm_num)]
      norm_num
    rw [h2] at key
    linarith

/-- At positive occupation the curvature of the energy is `2U - (4/9) K x^(-2/3)`. -/
theorem curvature (U K : ℝ) {x : ℝ} (hx : 0 < x) :
    deriv (deriv (energy U K)) x = 2 * U - 4 / 9 * K * (x ^ (2 / 3 : ℝ))⁻¹ := by
  -- first derivative at every positive occupation
  have first : ∀ y : ℝ, 0 < y →
      HasDerivAt (energy U K) (U * (2 * y) - K * (4 / 3 * y ^ (1 / 3 : ℝ))) y := by
    intro y hy
    have h1 : HasDerivAt (fun z : ℝ => z ^ 2) (2 * y) y := by
      simpa using hasDerivAt_pow 2 y
    have h2 := Real.hasDerivAt_rpow_const (x := y) (p := 4 / 3) (Or.inl hy.ne')
    rw [show (4 / 3 : ℝ) - 1 = 1 / 3 by norm_num] at h2
    exact (h1.const_mul U).fun_sub (h2.const_mul K)
  have hev : deriv (energy U K) =ᶠ[nhds x]
      fun y => U * (2 * y) - K * (4 / 3 * y ^ (1 / 3 : ℝ)) := by
    filter_upwards [Ioi_mem_nhds hx] with y hy using (first y hy).deriv
  -- second derivative
  have h3 := Real.hasDerivAt_rpow_const (x := x) (p := 1 / 3) (Or.inl hx.ne')
  rw [show (1 / 3 : ℝ) - 1 = -(2 / 3) by norm_num, Real.rpow_neg hx.le] at h3
  have h4 := (((hasDerivAt_id' x).const_mul 2).const_mul U).fun_sub
    ((h3.const_mul (4 / 3)).const_mul K)
  rw [hev.deriv_eq, h4.deriv]
  ring

/-- For `K = U > 0` the energy is strictly concave between zero charge and the occupation
`(2/9)^(3/2)`, and strictly convex from there on. -/
theorem concave_then_convex {U : ℝ} (hU : 0 < U) :
    StrictConcaveOn ℝ (Icc 0 inflection) (energy U U) ∧
      StrictConvexOn ℝ (Ici inflection) (energy U U) := by
  have hcont : Continuous (energy U U) :=
    (continuous_const.mul (continuous_pow 2)).sub
      (continuous_const.mul (continuous_id.rpow_const (fun _ => Or.inr (by norm_num))))
  have hpos : 0 < inflection := Real.rpow_pos_of_pos (by norm_num) _
  have hinf : inflection ^ (2 / 3 : ℝ) = 2 / 9 := by
    rw [inflection, ← Real.rpow_mul (by norm_num)]
    norm_num
  constructor
  · refine strictConcaveOn_of_deriv2_neg (convex_Icc _ _) hcont.continuousOn ?_
    intro x hx
    rw [interior_Icc] at hx
    change deriv (deriv (energy U U)) x < 0
    rw [curvature U U hx.1]
    have hu : 0 < x ^ (2 / 3 : ℝ) := Real.rpow_pos_of_pos hx.1 _
    have hlt : x ^ (2 / 3 : ℝ) < 2 / 9 := by
      rw [← hinf]
      exact Real.rpow_lt_rpow hx.1.le hx.2 (by norm_num)
    have hi := mul_inv_cancel₀ hu.ne'
    have h : 0 < U * (2 / 9 * (x ^ (2 / 3 : ℝ))⁻¹ - 1) :=
      mul_pos hU (by nlinarith [mul_pos (inv_pos.2 hu) (sub_pos.2 hlt)])
    linarith
  · refine strictConvexOn_of_deriv2_pos (convex_Ici _) hcont.continuousOn ?_
    intro x hx
    rw [interior_Ici] at hx
    have hx' : inflection < x := hx
    have hx0 : 0 < x := hpos.trans hx'
    change 0 < deriv (deriv (energy U U)) x
    rw [curvature U U hx0]
    have hu : 0 < x ^ (2 / 3 : ℝ) := Real.rpow_pos_of_pos hx0 _
    have hlt : 2 / 9 < x ^ (2 / 3 : ℝ) := by
      rw [← hinf]
      exact Real.rpow_lt_rpow hpos.le hx' (by norm_num)
    have hi := mul_inv_cancel₀ hu.ne'
    have h : 0 < U * (1 - 2 / 9 * (x ^ (2 / 3 : ℝ))⁻¹) :=
      mul_pos hU (by nlinarith [mul_pos (inv_pos.2 hu) (sub_pos.2 hlt)])
    linarith

/-- For `K = U > 0` the energy is not convex on any interval `[0, b]` with `b > 0`,
however short. -/
theorem not_convex_near_zero {U b : ℝ} (hU : 0 < U) (hb : 0 < b) :
    ¬ ConvexOn ℝ (Icc 0 b) (energy U U) := by
  intro hc
  have hpos : 0 < inflection := Real.rpow_pos_of_pos (by norm_num) _
  obtain ⟨a, ha, hab, hai⟩ : ∃ a : ℝ, 0 < a ∧ a ≤ b ∧ a ≤ inflection :=
    ⟨min b inflection, lt_min hb hpos, min_le_left _ _, min_le_right _ _⟩
  -- compare the midpoint of `[0, a]` with the chord in both ways
  have h1 := hc.2 (⟨le_rfl, hb.le⟩ : (0 : ℝ) ∈ Icc 0 b) (⟨ha.le, hab⟩ : a ∈ Icc 0 b)
    (by norm_num : (0 : ℝ) ≤ 1 / 2) (by norm_num : (0 : ℝ) ≤ 1 / 2) (by norm_num)
  have h2 := (concave_then_convex hU).1.2
    (⟨le_rfl, hpos.le⟩ : (0 : ℝ) ∈ Icc 0 inflection) (⟨ha.le, hai⟩ : a ∈ Icc 0 inflection)
    ha.ne (by norm_num : (0 : ℝ) < 1 / 2) (by norm_num : (0 : ℝ) < 1 / 2) (by norm_num)
  exact absurd h1 (not_le_of_gt h2)

/-- For `K = U > 0` the Hartree plus local-exchange energy vanishes at zero and at one
electron and is strictly negative in between, yet it is not convex on `[0, 1]`. -/
theorem integer_exact_but_not_convex {U : ℝ} (hU : 0 < U) :
    energy U U 0 = 0 ∧ energy U U 1 = 0 ∧
      (∀ x ∈ Ioo (0 : ℝ) 1, energy U U x < 0) ∧
      ¬ ConvexOn ℝ (Icc 0 1) (energy U U) := by
  refine ⟨?_, (energy_one_eq_zero_iff U U).2 rfl, ?_, not_convex_near_zero hU one_pos⟩
  · rw [energy, Real.zero_rpow (by norm_num)]
    ring
  · intro x hx
    have hu : 0 < x ^ (2 / 3 : ℝ) := Real.rpow_pos_of_pos hx.1 _
    have hu1 : x ^ (2 / 3 : ℝ) < 1 := Real.rpow_lt_one hx.1.le hx.2 (by norm_num)
    -- the energy is `-U u² (1 - u)` with `0 < u < 1`
    have h := mul_pos (mul_pos hU (pow_pos hu 2)) (sub_pos.2 hu1)
    rw [energy_eq_cubic U U hx.1.le]
    nlinarith [h]

end

end FractionalChargeConvexity
```

```lean
#print axioms FractionalChargeConvexity.largest_fractional_error
#print axioms FractionalChargeConvexity.integer_exact_but_not_convex
```

```
'FractionalChargeConvexity.largest_fractional_error' depends on axioms: [propext, Classical.choice, Quot.sound]
'FractionalChargeConvexity.integer_exact_but_not_convex' depends on axioms: [propext, Classical.choice, Quot.sound]
```

## From the cubic to the midpoint inequality

`energy_one_eq_zero_iff` evaluates the energy at one electron and settles both directions by linear arithmetic. `energy_eq_cubic` carries out the substitution \(u=x^{2/3}\), using the rule for powers of powers at \(x\ge0\).

In `largest_fractional_error`, the step `key` is the factorisation with the double root, checked by `ring`. Positivity of the factors gives the bound. For equality, \(U\) and \(u+1/3\) are nonzero, so the square must vanish; raising \(u=2/3\) to the power \(3/2\) then recovers \(x\).

`curvature` first finds the derivative at every positive occupation. The step `hev` records that this formula holds in a neighbourhood of \(x\), which allows it to be differentiated again.

`concave_then_convex` passes the sign of the curvature to Mathlib's second-derivative tests. These need continuity on the whole interval but the sign only in its interior, so the divergence at \(x=0\) does no harm. Monotonicity of the power \(2/3\) turns the comparison of \(x\) with \(x_*\) into one of \(u\) with \(2/9\).

`not_convex_near_zero` chooses \(a\) as above and evaluates both chord inequalities with weights \(1/2\): `h1` comes from the supposed convexity, `h2` from strict concavity, and they contradict each other. `integer_exact_but_not_convex` applies this with \(b=1\) and obtains the sign on \((0,1)\) from the positive product \(Uu^2(1-u)\).
